# For finitely many sites at distinct positions, i[T,X] is the full velocity exactly when V is diagonal

Let X be the diagonal matrix of real site positions x_i, and let the Hamiltonian H = T + V be a finite Hermitian matrix. With ħ = 1, the derivative of H(k) = e^(−ikX) H e^(ikX) at k = 0 is the velocity

i[H,X] = i[T,X] + i[V,X].

If the positions are distinct, the kinetic term i[T,X] is the whole derivative exactly when V is diagonal, that is, local in the site basis. Subscripts i and j label sites; elsewhere i is the imaginary unit.

## Finitely many sites and a real, diagonal position

Physically, this is a one-particle model in an orthonormal basis of localised states, with X one Cartesian coordinate. Taking X diagonal is a simplification: in an orbital basis it neglects the position matrix elements between different orbitals. A potential V(r) that is local in real space can still have off-diagonal elements between orbitals. It commutes with the true position operator, but its matrix need not commute with the diagonal X used here. In Lean, the sites form a finite type `n`, `position x` is X, and `velocity x A` is defined as i[A,X], the Heisenberg rate of change of X when A is the Hamiltonian.

```lean
import Mathlib

open Matrix

namespace VelocityNonlocalPotential

noncomputable section

variable {n : Type*} [Fintype n] [DecidableEq n]

/-- The position operator: a diagonal matrix with the real site positions as entries. -/
def position (x : n → ℝ) : Matrix n n ℂ :=
  Matrix.diagonal (fun i => (x i : ℂ))

/-- The plane-wave factor `e^(ikX)`, a matrix exponential. -/
def phase (x : n → ℝ) (k : ℝ) : Matrix n n ℂ :=
  NormedSpace.exp ((Complex.I * (k : ℂ)) • position x)

/-- The `k`-dependent operator `e^(-ikX) A e^(ikX)`. -/
def twisted (x : n → ℝ) (A : Matrix n n ℂ) (k : ℝ) : Matrix n n ℂ :=
  phase x (-k) * A * phase x k

/-- The commutator `i[A, X]` of an operator with position, in units with `ħ = 1`. -/
def velocity (x : n → ℝ) (A : Matrix n n ℂ) : Matrix n n ℂ :=
  Complex.I • (A * position x - position x * A)
```

Diagonality does the work in the derivation. Powers of X are diagonal, so the exponential series gives e^(ikX) the entries e^(ikx_i), and

H(k)_ij = e^(−ikx_i) H_ij e^(ikx_j) = e^(ik(x_j − x_i)) H_ij.

The commutator has elements

(HX − XH)_ij = (x_j − x_i) H_ij.

Differentiating the phase brings down i(x_j − x_i), so

dH(k)/dk = e^(−ikX) i[H,X] e^(ikX).

At k = 0 the phases are one, and linearity splits the commutator into its T and V parts.

The proof takes the same route. `phase_eq` evaluates the matrix exponential site by site, `twisted_apply` and `velocity_apply` give the two element formulas, and `hasDerivAt_twisted` applies the chain rule to each element. `hasDerivAt_twisted_zero` then sets k = 0.

```lean
/-- The plane-wave factor is diagonal, with the phase `e^(ikx)` at each site. -/
theorem phase_eq (x : n → ℝ) (k : ℝ) :
    phase x k = Matrix.diagonal (fun i => Complex.exp (Complex.I * k * x i)) := by
  have h : (Complex.I * (k : ℂ)) • position x
      = Matrix.diagonal (fun i => Complex.I * (k : ℂ) * (x i : ℂ)) := by
    ext i j
    by_cases hij : i = j
    · subst hij
      simp [position]
    · simp [position, hij]
  rw [phase, h, Matrix.exp_diagonal]
  congr 1
  funext i
  rw [Complex.exp_eq_exp_ℂ]
  -- evaluation at a site is a continuous ring homomorphism, so it commutes with exp
  exact NormedSpace.map_exp (Pi.evalRingHom (fun _ : n => ℂ) i) (continuous_apply i)
    (fun j => Complex.I * (k : ℂ) * (x j : ℂ))

/-- Each matrix element of `e^(-ikX) A e^(ikX)` is that of `A` times a phase set by the
displacement between the two sites. -/
theorem twisted_apply (x : n → ℝ) (A : Matrix n n ℂ) (k : ℝ) (i j : n) :
    twisted x A k i j = Complex.exp (Complex.I * k * ((x j : ℂ) - x i)) * A i j := by
  have h : Complex.exp (Complex.I * k * ((x j : ℂ) - x i))
      = Complex.exp (Complex.I * ((-k : ℝ) : ℂ) * x i) * Complex.exp (Complex.I * k * x j) := by
    rw [← Complex.exp_add]
    congr 1
    push_cast
    ring
  rw [twisted, phase_eq, phase_eq, Matrix.mul_diagonal, Matrix.diagonal_mul, h]
  ring

/-- The matrix elements of `i[A, X]` are those of `A` times `i` times the displacement
between the two sites. -/
theorem velocity_apply (x : n → ℝ) (A : Matrix n n ℂ) (i j : n) :
    velocity x A i j = Complex.I * ((x j : ℂ) - x i) * A i j := by
  simp only [velocity, position, Matrix.smul_apply, Matrix.sub_apply,
    Matrix.mul_diagonal, Matrix.diagonal_mul, smul_eq_mul]
  ring

/-- At every `k`, the derivative of `e^(-ikX) H e^(ikX)` is `e^(-ikX) i[H, X] e^(ikX)`,
element by element. -/
theorem hasDerivAt_twisted (x : n → ℝ) (H : Matrix n n ℂ) (k : ℝ) (i j : n) :
    HasDerivAt (fun q : ℝ => twisted x H q i j) (twisted x (velocity x H) k i j) k := by
  have h0 : HasDerivAt (fun q : ℝ => (q : ℂ)) 1 k := by
    simpa using (hasDerivAt_id k).ofReal_comp
  have h := (((h0.const_mul Complex.I).mul_const ((x j : ℂ) - x i)).cexp).mul_const (H i j)
  simp only [twisted_apply, velocity_apply]
  exact h.congr_deriv (by ring)

/-- For `H = T + V`, the derivative of `e^(-ikX) H e^(ikX)` at `k = 0` is
`i[T, X] + i[V, X]`. -/
theorem hasDerivAt_twisted_zero (x : n → ℝ) (T V : Matrix n n ℂ) (i j : n) :
    HasDerivAt (fun k : ℝ => twisted x (T + V) k i j)
      ((velocity x T + velocity x V) i j) 0 := by
  refine (hasDerivAt_twisted x (T + V) 0 i j).congr_deriv ?_
  -- at k = 0 the phases are one, and the commutator is additive
  rw [twisted_apply, Matrix.add_apply]
  simp only [velocity_apply, Matrix.add_apply, Complex.ofReal_zero, mul_zero, zero_mul,
    Complex.exp_zero]
  ring
```

Real positions make e^(ikX) unitary, though the differentiation itself would work for complex entries. Without finiteness, X may be unbounded and operator domains matter. Periodic boundary conditions are also not covered: with a diagonal X, a hop across the boundary is given the displacement back through the whole cell instead of the short step.

Nothing is assumed about T or V: they are any two matrices with sum H, and calling T kinetic is an interpretation.

## Distinct positions

The hypothesis `Function.Injective x` says that no two sites share a coordinate. By hand, it enters when [V,X] = 0 is read element by element:

(x_j − x_i) V_ij = 0 for all i, j.

V therefore vanishes between sites at different positions, which is `commutes_iff` and needs no distinctness. If the positions are distinct, every off-diagonal element vanishes.

```lean
/-- An operator commutes with position exactly when it has no matrix element between sites
at different positions. -/
theorem commutes_iff (x : n → ℝ) (V : Matrix n n ℂ) :
    V * position x = position x * V ↔ ∀ i j, x i ≠ x j → V i j = 0 := by
  constructor
  · intro h i j hij
    have e := congrFun (congrFun h i) j
    simp only [position, Matrix.mul_diagonal, Matrix.diagonal_mul] at e
    have h2 : ((x i : ℂ) - x j) * V i j = 0 := by linear_combination -e
    rcases mul_eq_zero.mp h2 with h3 | h3
    · exact absurd (Complex.ofReal_injective (sub_eq_zero.mp h3)) hij
    · exact h3
  · intro h
    ext i j
    simp only [position, Matrix.mul_diagonal, Matrix.diagonal_mul]
    by_cases hij : x i = x j
    · rw [hij]
      ring
    · rw [h i j hij]
      ring
```

Without distinctness, a hop between two sites at the same x commutes with X but is not diagonal. In this model, this happens for two orbitals assigned to the same atomic position, or for grid points that differ only in y. The next theorem uses a one-way hop, `Matrix.single i j 1`, which is not Hermitian (adding the reverse hop gives a Hermitian example), to show that "commutes with X" and "is diagonal" agree for every V only if the positions are distinct.

```lean
/-- Commuting with position is the same as being diagonal, for all operators, exactly when
the site positions are distinct. -/
theorem commutes_iff_isDiag_iff_injective (x : n → ℝ) :
    (∀ V : Matrix n n ℂ, V * position x = position x * V ↔ V.IsDiag)
      ↔ Function.Injective x := by
  constructor
  · intro h i j hij
    by_contra hne
    -- a hop between two sites at the same position commutes with X
    have hc : Matrix.single i j (1 : ℂ) * position x
        = position x * Matrix.single i j (1 : ℂ) := by
      rw [commutes_iff]
      intro a b hab
      rw [Matrix.single_apply, if_neg]
      rintro ⟨rfl, rfl⟩
      exact hab hij
    have hd : Matrix.single i j (1 : ℂ) i j = 0 := (h _).mp hc hne
    simp at hd
  · intro hx V
    rw [commutes_iff]
    exact ⟨fun h i j hij => h i j (hx.ne hij),
      fun h i j hij => h (fun e => hij (by rw [e]))⟩
```

In the main theorem, the derivative is known to be i[T,X] + i[V,X]. If it is also i[T,X], uniqueness of derivatives forces i[V,X] = 0, so V is diagonal. Conversely, a diagonal V contributes nothing.

```lean
/-- For distinct site positions, the derivative of `e^(-ikX) (T + V) e^(ikX)` at `k = 0` is
the kinetic term `i[T, X]` alone exactly when the potential `V` is diagonal. -/
theorem kinetic_velocity_iff_local (x : n → ℝ) (hx : Function.Injective x)
    (T V : Matrix n n ℂ) :
    (∀ i j, HasDerivAt (fun k : ℝ => twisted x (T + V) k i j) (velocity x T i j) 0)
      ↔ V.IsDiag := by
  rw [← (commutes_iff_isDiag_iff_injective x).mpr hx V]
  constructor
  · intro h
    -- uniqueness of the derivative removes the potential part
    have hz : ∀ i j, velocity x V i j = 0 := by
      intro i j
      have e := (h i j).unique (hasDerivAt_twisted_zero x T V i j)
      rw [Matrix.add_apply] at e
      linear_combination -e
    have hv : velocity x V = 0 := Matrix.ext hz
    rw [velocity] at hv
    exact sub_eq_zero.mp ((smul_eq_zero.mp hv).resolve_left Complex.I_ne_zero)
  · intro h i j
    have hv : velocity x V = 0 := by rw [velocity, h, sub_self, smul_zero]
    have d := hasDerivAt_twisted_zero x T V i j
    rw [hv, add_zero] at d
    exact d
```

## A Hermitian Hamiltonian

The matrix identities above hold for any complex H. Reading i[H,X] as the velocity requires a Hermitian H, and the following formula for its matrix elements between energy eigenvectors uses Hermiticity in the proof. If Hu = Eu and Hw = Fw, then u†H = E u†, and

u† i(HX − XH) w = i(E − F) u†Xw.

In the proof, `hl` is this left action, obtained by taking the adjoint of `hu`. The vectors need not be normalised, since both sides scale alike.

```lean
/-- Between eigenvectors of a Hermitian `H` with energies `E` and `F`, the matrix element of
`i[H, X]` is `i(E - F)` times that of position. -/
theorem velocity_between_eigenvectors (x : n → ℝ) (H : Matrix n n ℂ) (hH : H.IsHermitian)
    (u w : n → ℂ) (E F : ℝ) (hu : H *ᵥ u = (E : ℂ) • u) (hw : H *ᵥ w = (F : ℂ) • w) :
    star u ⬝ᵥ (velocity x H *ᵥ w)
      = Complex.I * ((E : ℂ) - F) * (star u ⬝ᵥ (position x *ᵥ w)) := by
  -- H acts to the left on the bra with the same real energy
  have hl : star u ᵥ* H = (E : ℂ) • star u := by
    have e := congrArg star hu
    rw [Matrix.star_mulVec, hH.eq] at e
    simpa using e
  rw [velocity, Matrix.smul_mulVec, Matrix.sub_mulVec, ← Matrix.mulVec_mulVec,
    ← Matrix.mulVec_mulVec, hw, Matrix.mulVec_smul, dotProduct_smul, dotProduct_sub,
    Matrix.dotProduct_mulVec (star u) H, hl, smul_dotProduct, dotProduct_smul]
  simp only [smul_eq_mul]
  ring

end

end VelocityNonlocalPotential
```

Without Hermiticity, u† need not be a left eigenvector, and the identity can fail.

## Nonlocal pseudopotentials and a two-site check

With a nonlocal pseudopotential, the kinetic velocity alone generally misses the term i[V,X]. A transport or optics calculation can add that term, differentiate the full H(k), or, between energy eigenstates of a finite system, use position matrix elements and energy differences. The theorems establish the correction for finite one-particle matrices with a diagonal X.

Take x = (0, 2), with T_12 = T_21 = −1, V_12 = V_21 = 0.25 and zero diagonals. Then

i[T,X]_12 = −2i, i[V,X]_12 = 0.5i, i[H,X]_12 = −1.5i.

The normalised eigenvectors u = (1, 1)/√2 and w = (1, −1)/√2 have E = −0.75 and F = 0.75, and u†Xw = −1. The velocity element is

i(E − F)(−1) = 1.5i,

whereas the kinetic term alone gives 2i.

```lean
#print axioms VelocityNonlocalPotential.kinetic_velocity_iff_local
#print axioms VelocityNonlocalPotential.velocity_between_eigenvectors
```

```
'VelocityNonlocalPotential.kinetic_velocity_iff_local' depends on axioms: [propext, Classical.choice, Quot.sound]
'VelocityNonlocalPotential.velocity_between_eigenvectors' depends on axioms: [propext, Classical.choice, Quot.sound]
```
